# For closed-shell singles amplitudes, $\sqrt2\,T_1\le D_1\le\sqrt{2o}\,T_1$

Consider a closed-shell molecule in which one occupied orbital is poorly described by the reference determinant, while many others are described well. A coupled-cluster calculation gives large single-excitation amplitudes out of the first orbital and small ones out of the rest. The $T_1$ diagnostic averages over all correlated electrons, so enlarging the well-described part of the molecule lowers it. The $D_1$ diagnostic looks for the combination of orbitals with the strongest response and does not average. How far apart can the two numbers be for the same amplitudes?

Let $t_{ia}$ be the real amplitude, the same for both spins, for excitation from occupied spatial orbital $i$ to virtual spatial orbital $a$. Here $o\ge1$ counts the doubly occupied orbitals that are correlated, without any frozen core, so there are $2o$ correlated electrons. Define

$$T_1=\sqrt{\frac{\sum_{ia}t_{ia}^2}{2o}},\qquad D_1=\|t\|,$$

where $\|t\|$ is the Euclidean operator norm, the largest factor by which the matrix $t$ stretches a vector. Then

$$\sqrt2\,T_1\le D_1\le\sqrt{2o}\,T_1 .$$

The lower bound is an equality exactly when $t\,t^{\mathsf T}$ is a scalar multiple of the identity, and the upper bound is attained by every product $t_{ia}=x_iy_a$. For $o=1$ the two bounds coincide.

In electronic-structure practice this means that a threshold for one diagnostic translates into a range for the other, whose width grows with the number of occupied orbitals; the statement concerns real closed-shell singles amplitudes and does not say which threshold signals a failure of the method.

## Stretching occupied vectors

A vector $x$ of occupied coefficients is sent by $t^{\mathsf T}$ to the virtual vector with components $\sum_i x_it_{ia}$. A matrix and its transpose have the same operator norm. Indeed,

$$\|t^{\mathsf T}x\|^2=x\cdot t\,t^{\mathsf T}x\le\|x\|\,\|t\|\,\|t^{\mathsf T}x\|,$$

so $\|t^{\mathsf T}x\|\le\|t\|\,\|x\|$, and exchanging the roles of $t$ and $t^{\mathsf T}$ gives the reverse comparison of norms. Therefore

$$\sum_a\Big(\sum_i x_it_{ia}\Big)^2\le D_1^2\sum_i x_i^2\quad\text{for all }x, \tag{1}$$

and any $b\ge0$ that can replace $D_1$ in (1) satisfies $D_1\le b$.

**Lower bound.** Take $x$ to be the unit vector of orbital $i$. Then (1) reads $\sum_a t_{ia}^2\le D_1^2$. Summing over the $o$ occupied orbitals gives

$$2o\,T_1^2=\sum_{ia}t_{ia}^2\le o\,D_1^2,$$

hence $\sqrt2\,T_1\le D_1$.

**Equality.** Suppose $D_1=\sqrt2\,T_1$. The sum of the row inequalities is then an equality, so each of them is: $\sum_a t_{ia}^2=D_1^2$ for every $i$. For $i\ne j$, put coefficient $1$ on $i$ and $s$ on $j$ in (1):

$$D_1^2+2s\sum_a t_{ia}t_{ja}+s^2D_1^2\le D_1^2(1+s^2).$$

Thus $2s\sum_a t_{ia}t_{ja}\le0$. The choices $s=1$ and $s=-1$ together force the overlap to vanish, and $t\,t^{\mathsf T}=D_1^2\,I$.

Conversely, let $t\,t^{\mathsf T}=c\,I$. Taking the trace gives $2o\,T_1^2=oc$, so $c=2T_1^2$. For every $x$,

$$\sum_a\Big(\sum_i x_it_{ia}\Big)^2=\sum_{ij}x_ix_j\sum_a t_{ia}t_{ja}=c\sum_i x_i^2=2T_1^2\sum_i x_i^2 .$$

So $b=\sqrt2\,T_1$ is admissible in (1), which gives $D_1\le\sqrt2\,T_1$. The lower bound supplies the other direction.

**Upper bound.** For each $a$, the Cauchy–Schwarz inequality gives

$$\Big(\sum_i x_it_{ia}\Big)^2\le\Big(\sum_i x_i^2\Big)\Big(\sum_i t_{ia}^2\Big).$$

Summing over $a$ bounds the left side of (1) by $2o\,T_1^2\sum_i x_i^2$, so $D_1\le\sqrt{2o}\,T_1$.

**Product amplitudes.** Let $t_{ia}=x_iy_a$, and write $X=\sum_i x_i^2$ and $Y=\sum_a y_a^2$. Then $2o\,T_1^2=XY$. Testing (1) on $x$ itself gives $X^2Y\le D_1^2X$. If $X>0$, division by $X$ yields $2o\,T_1^2\le D_1^2$; if $X=0$, all amplitudes vanish and so do both diagnostics. The upper bound is therefore attained. Amplitudes out of a single orbital are of this form, which is the extreme case of the molecule described at the start.

## Amplitudes and diagnostics in Lean

The finite types `O` and `V` label the occupied and virtual spatial orbitals. Their sizes are arbitrary.

```lean
import Mathlib

open Matrix
open scoped Matrix.Norms.L2Operator

namespace CoupledClusterDiagnostics

noncomputable section

variable {O V : Type*} [Fintype O] [Fintype V] [DecidableEq O] [DecidableEq V]
```

A term `t : Matrix O V ℝ` is the amplitude matrix, with occupied orbitals as rows. It is any real matrix: the coupled-cluster equations are not imposed, so the results hold whether or not the amplitudes solve them. Complex amplitudes and open-shell references, with separate amplitudes for each spin, lie outside this model.

```lean
/-- The T1 diagnostic of the singles amplitudes `t i a`, for a nonempty set `O` of doubly
occupied orbitals: the Frobenius norm divided by the root of the number of electrons. -/
def T1 (t : Matrix O V ℝ) : ℝ :=
  √((∑ i, ∑ a, t i a ^ 2) / (2 * (Fintype.card O : ℝ)))
```

The number $o$ is `Fintype.card O`, so `O` holds only the correlated occupied orbitals, and the electrons counted in the docstrings are the correlated ones. The definition fixes a convention: the squared amplitudes are summed once over spatial orbitals, while the denominator counts electrons of both spins. This is the origin of the factor $\sqrt2$ in the lower bound.

```lean
/-- The D1 diagnostic: the Euclidean operator norm of the singles amplitude matrix. -/
def D1 (t : Matrix O V ℝ) : ℝ := ‖t‖
```

The norm scope opened at the top of the file makes `‖t‖` the Euclidean operator norm, and not, for instance, the largest entry.

The next lemma removes the square root and the quotient from $T_1$, giving $2o\,T_1^2=\sum_{ia}t_{ia}^2$. The hypothesis `[Nonempty O]` is the condition $o\ge1$, which keeps the denominator nonzero.

```lean
omit [DecidableEq O] [DecidableEq V] in
/-- The squared T1 diagnostic times the number of electrons is the sum of the squared
amplitudes, if there is at least one occupied orbital. -/
theorem electrons_mul_T1_sq [Nonempty O] (t : Matrix O V ℝ) :
    2 * (Fintype.card O : ℝ) * T1 t ^ 2 = ∑ i, ∑ a, t i a ^ 2 := by
  have hO : (Fintype.card O : ℝ) ≠ 0 := Nat.cast_ne_zero.mpr Fintype.card_ne_zero
  rw [T1, Real.sq_sqrt (by positivity)]
  exact mul_div_cancel₀ _ (mul_ne_zero two_ne_zero hO)
```

## Test vectors for the operator norm

Inequality (1) comes from Mathlib's bound on a matrix acting on a vector, applied to `tᴴ`. For a real matrix this conjugate transpose is the ordinary transpose. The rewrite with `Matrix.l2_opNorm_conjTranspose` replaces its norm by that of `t`, and squaring both sides turns the norms into sums.

```lean
/-- The singles amplitudes send an occupied vector `x` to a virtual vector whose length is
at most D1 times the length of `x`. -/
theorem excitation_bound (t : Matrix O V ℝ) (x : O → ℝ) :
    ∑ a, (∑ i, x i * t i a) ^ 2 ≤ D1 t ^ 2 * ∑ i, x i ^ 2 := by
  have h := Matrix.l2_opNorm_mulVec tᴴ (WithLp.toLp 2 x)
  rw [Matrix.l2_opNorm_conjTranspose] at h
  have h2 := pow_le_pow_left₀ (norm_nonneg _) h 2
  rw [mul_pow, EuclideanSpace.norm_sq_eq, EuclideanSpace.norm_sq_eq] at h2
  simpa [D1, Matrix.mulVec, dotProduct, mul_comm] using h2
```

The converse tool says that a uniform bound on the stretching is at least $D_1$. Its `c` is the number called $b$ above. The proof passes to the transpose again and uses `ContinuousLinearMap.opNorm_le_bound`; the remaining inequality between norms is checked through their squares.

```lean
/-- Any nonnegative number that bounds the stretching of all occupied vectors by the singles
amplitudes is at least D1. -/
theorem D1_le_of_bound (t : Matrix O V ℝ) {c : ℝ} (hc : 0 ≤ c)
    (h : ∀ x : O → ℝ, ∑ a, (∑ i, x i * t i a) ^ 2 ≤ c ^ 2 * ∑ i, x i ^ 2) :
    D1 t ≤ c := by
  rw [D1, ← Matrix.l2_opNorm_conjTranspose, Matrix.l2_opNorm_def]
  refine ContinuousLinearMap.opNorm_le_bound _ hc fun x => ?_
  change ‖(WithLp.toLp 2 (tᴴ *ᵥ x.ofLp) : EuclideanSpace ℝ V)‖ ≤ c * ‖x‖
  refine le_of_abs_le (abs_le_of_sq_le_sq ?_ (by positivity))
  rw [mul_pow, EuclideanSpace.norm_sq_eq, EuclideanSpace.norm_sq_eq]
  simpa [Matrix.mulVec, dotProduct, mul_comm] using h x.ofLp
```

Choosing the unit vector of one occupied orbital gives the bound on a row of amplitudes.

```lean
/-- The amplitudes out of a single occupied orbital have Euclidean norm at most D1. -/
theorem row_bound (t : Matrix O V ℝ) (i : O) : ∑ a, t i a ^ 2 ≤ D1 t ^ 2 := by
  have h := excitation_bound t (fun k => if k = i then 1 else 0)
  simpa [ite_pow] using h
```

For two different orbitals the test vector has coefficient $1$ on `i` and `s` on `j`. In the proof, `e1` computes its virtual image and `e2` its squared length $1+s^2$; the latter needs `i ≠ j`. Expanding the square exposes the overlap of the two rows.

```lean
/-- The bound by D1 for the combination `i + s j` of two different occupied orbitals,
written out with the overlap of their amplitude rows. -/
theorem pair_bound (t : Matrix O V ℝ) {i j : O} (hij : i ≠ j) (s : ℝ) :
    ∑ a, t i a ^ 2 + 2 * s * ∑ a, t i a * t j a + s ^ 2 * ∑ a, t j a ^ 2
      ≤ D1 t ^ 2 * (1 + s ^ 2) := by
  have h := excitation_bound t
    (fun k => (if k = i then 1 else 0) + s * (if k = j then 1 else 0))
  have e1 : ∀ a, ∑ k, ((if k = i then (1 : ℝ) else 0) + s * (if k = j then 1 else 0)) * t k a
      = t i a + s * t j a := by
    intro a
    simp [add_mul, Finset.sum_add_distrib]
  have e2 : ∑ k, ((if k = i then (1 : ℝ) else 0) + s * (if k = j then 1 else 0)) ^ 2
      = 1 + s ^ 2 := by
    have e3 : ∀ k, ((if k = i then (1 : ℝ) else 0) + s * (if k = j then 1 else 0)) ^ 2
        = (if k = i then (1 : ℝ) else 0) + s ^ 2 * (if k = j then 1 else 0) := by
      intro k
      by_cases hi : k = i
      · subst hi
        simp [hij]
      · by_cases hj : k = j <;> simp [hi, hj, hij.symm]
    rw [Finset.sum_congr rfl fun k _ => e3 k]
    simp [Finset.sum_add_distrib]
  simp only [e1] at h
  rw [e2] at h
  refine le_of_eq_of_le ?_ h
  rw [Finset.mul_sum, Finset.mul_sum, ← Finset.sum_add_distrib, ← Finset.sum_add_distrib]
  exact Finset.sum_congr rfl fun a _ => by ring
```

## The lower bound and its equality case

In the next proof `hsum` is the sum of the row bounds. After substituting $2o\,T_1^2$ for the sum of squares, the common positive factor $o$ is cancelled. The step from squares back to the numbers themselves uses $D_1\ge0$.

```lean
/-- With at least one occupied orbital, D1 is at least `√2` times T1. -/
theorem sqrt_two_mul_T1_le_D1 [Nonempty O] (t : Matrix O V ℝ) : √2 * T1 t ≤ D1 t := by
  have hO : (0 : ℝ) < Fintype.card O := Nat.cast_pos.mpr Fintype.card_pos
  have hsum : ∑ i, ∑ a, t i a ^ 2 ≤ (Fintype.card O : ℝ) * D1 t ^ 2 := by
    have h := Finset.sum_le_sum fun i (_ : i ∈ Finset.univ) => row_bound t i
    simpa using h
  rw [← electrons_mul_T1_sq] at hsum
  refine le_of_abs_le (abs_le_of_sq_le_sq ?_ (norm_nonneg t))
  rw [mul_pow, Real.sq_sqrt (by norm_num)]
  exact le_of_mul_le_mul_left (by linarith) hO
```

The equality theorem is an equivalence. Its right side states that some real `c` satisfies `t * tᵀ = c • (1 : Matrix O O ℝ)`: all occupied orbitals have amplitude rows of the same length, and different rows are orthogonal. The zero matrix is included, with $c=0$. If there are fewer virtual than occupied orbitals, it is the only such matrix, because $t\,t^{\mathsf T}$ then has rank below $o$.

In the forward direction, `hs` says that the row bounds add up to an equality, and `Finset.sum_eq_sum_iff_of_le` concludes that each row attains its bound. The diagonal entries follow at once. For the off-diagonal entries, `hp` and `hm` are the pair bounds at $s=1$ and $s=-1$, from which `linarith` obtains zero overlap.

In the reverse direction, `hG` reads the matrix equation entry by entry, and `hc` is the trace argument giving $2T_1^2=c$. The `calc` block expands the squared length of the virtual image as a double sum over occupied orbitals and collapses it to $c\sum_i x_i^2$. `D1_le_of_bound` then gives one inequality, and the previous theorem gives the other.

```lean
/-- With at least one occupied orbital, D1 equals `√2` times T1 exactly when `t tᵀ` is a
scalar multiple of the identity on the occupied space. -/
theorem D1_eq_sqrt_two_mul_T1_iff [Nonempty O] (t : Matrix O V ℝ) :
    D1 t = √2 * T1 t ↔ ∃ c : ℝ, t * tᵀ = c • (1 : Matrix O O ℝ) := by
  have hF := electrons_mul_T1_sq t
  have hsq : (√2 * T1 t) ^ 2 = 2 * T1 t ^ 2 := by
    rw [mul_pow, Real.sq_sqrt (by norm_num)]
  constructor
  · intro h
    -- every row must reach the bound
    have hs : ∑ i, ∑ a, t i a ^ 2 = ∑ _i : O, D1 t ^ 2 := by
      rw [← hF, h, hsq, Finset.sum_const, Finset.card_univ, nsmul_eq_mul]
      ring
    have hrow := (Finset.sum_eq_sum_iff_of_le fun i _ => row_bound t i).mp hs
    refine ⟨D1 t ^ 2, ?_⟩
    ext i j
    by_cases hij : i = j
    · subst hij
      simpa [Matrix.mul_apply, sq] using hrow i (Finset.mem_univ i)
    · -- sum and difference of two orbitals force orthogonal rows
      have hp := pair_bound t hij 1
      have hm := pair_bound t hij (-1)
      rw [hrow i (Finset.mem_univ i), hrow j (Finset.mem_univ j)] at hp hm
      have h0 : ∑ a, t i a * t j a = 0 := by linarith
      simpa [Matrix.mul_apply, hij] using h0
  · rintro ⟨c, h⟩
    have hG : ∀ i j, ∑ a, t i a * t j a = if i = j then c else 0 := by
      intro i j
      have hij := congrFun (congrFun h i) j
      simpa [Matrix.mul_apply, Matrix.one_apply] using hij
    have hc : 2 * T1 t ^ 2 = c := by
      have hO : (Fintype.card O : ℝ) ≠ 0 := Nat.cast_ne_zero.mpr Fintype.card_ne_zero
      have hs : ∑ i, ∑ a, t i a ^ 2 = (Fintype.card O : ℝ) * c := by
        simp [sq, hG]
      exact mul_left_cancel₀ hO (by linarith)
    refine le_antisymm (D1_le_of_bound t
      (mul_nonneg (Real.sqrt_nonneg _) (Real.sqrt_nonneg _)) fun x => ?_)
      (sqrt_two_mul_T1_le_D1 t)
    rw [hsq, hc]
    -- all occupied vectors are stretched by the same factor
    apply le_of_eq
    calc ∑ a, (∑ i, x i * t i a) ^ 2
        = ∑ i, ∑ j, x i * x j * ∑ a, t i a * t j a := by
          simp_rw [sq, Finset.sum_mul_sum, Finset.mul_sum]
          rw [Finset.sum_comm]
          refine Finset.sum_congr rfl fun i _ => ?_
          rw [Finset.sum_comm]
          exact Finset.sum_congr rfl fun j _ => Finset.sum_congr rfl fun a _ => by ring
      _ = c * ∑ i, x i ^ 2 := by
          simp only [hG, mul_ite, mul_zero, Finset.sum_ite_eq, Finset.mem_univ, if_true,
            Finset.mul_sum]
          exact Finset.sum_congr rfl fun i _ => by ring
```

## The upper bound and product amplitudes

For the upper bound, `D1_le_of_bound` is applied with $\sqrt{2o}\,T_1$. Exchanging the order of summation groups the squared amplitudes by virtual orbital, and `Finset.sum_mul_sq_le_sq_mul_sq` is the Cauchy–Schwarz inequality for each `a`.

```lean
/-- With at least one occupied orbital, D1 is at most T1 times the root of the number of
electrons. -/
theorem D1_le_sqrt_electrons_mul_T1 [Nonempty O] (t : Matrix O V ℝ) :
    D1 t ≤ √(2 * (Fintype.card O : ℝ)) * T1 t := by
  refine D1_le_of_bound t (mul_nonneg (Real.sqrt_nonneg _) (Real.sqrt_nonneg _)) fun x => ?_
  rw [mul_pow, Real.sq_sqrt (by positivity), electrons_mul_T1_sq, Finset.sum_comm,
    mul_comm, Finset.mul_sum]
  exact Finset.sum_le_sum fun a _ =>
    Finset.sum_mul_sq_le_sq_mul_sq Finset.univ x (fun i => t i a)
```

The matrix `vecMulVec x y` has entries `x i * y a`. Neither vector has to be normalised or nonzero. The upper bound already gives one direction of the equality. For the other, `hF` factorises the sum of squares as $XY$, and `e` evaluates the squared length of the image of the test vector `x` as $X^2Y$. The final case split separates $X=0$ from $X>0$, where the common factor is cancelled.

```lean
/-- The upper bound is attained when the amplitudes are a product `x i * y a`, with at least
one occupied orbital. -/
theorem D1_product_amplitudes [Nonempty O] (x : O → ℝ) (y : V → ℝ) :
    D1 (vecMulVec x y) = √(2 * (Fintype.card O : ℝ)) * T1 (vecMulVec x y) := by
  refine le_antisymm (D1_le_sqrt_electrons_mul_T1 _) ?_
  refine le_of_abs_le (abs_le_of_sq_le_sq ?_ (norm_nonneg (vecMulVec x y)))
  rw [mul_pow, Real.sq_sqrt (by positivity), electrons_mul_T1_sq]
  have hF : ∑ i, ∑ a, vecMulVec x y i a ^ 2 = (∑ i, x i ^ 2) * ∑ a, y a ^ 2 := by
    simp only [vecMulVec_apply, mul_pow, Finset.sum_mul_sum]
  -- test the operator norm on the occupied vector x itself
  have h := excitation_bound (vecMulVec x y) x
  have e : ∑ a, (∑ i, x i * vecMulVec x y i a) ^ 2
      = (∑ i, x i ^ 2) * (∑ a, y a ^ 2) * ∑ i, x i ^ 2 := by
    have e1 : ∀ a, ∑ i, x i * vecMulVec x y i a = (∑ i, x i ^ 2) * y a := by
      intro a
      rw [Finset.sum_mul]
      exact Finset.sum_congr rfl fun i _ => by rw [vecMulVec_apply]; ring
    simp only [e1, mul_pow]
    rw [← Finset.mul_sum]
    ring
  rw [e] at h
  rw [hF]
  have hx : 0 ≤ ∑ i, x i ^ 2 := Finset.sum_nonneg fun i _ => sq_nonneg (x i)
  rcases hx.eq_or_lt with h0 | hpos
  · rw [← h0, zero_mul]
    exact sq_nonneg _
  · exact le_of_mul_le_mul_right h hpos

end

end CoupledClusterDiagnostics
```

```lean
#print axioms CoupledClusterDiagnostics.D1_eq_sqrt_two_mul_T1_iff
#print axioms CoupledClusterDiagnostics.D1_product_amplitudes
```

```
'CoupledClusterDiagnostics.D1_eq_sqrt_two_mul_T1_iff' depends on axioms: [propext, Classical.choice, Quot.sound]
'CoupledClusterDiagnostics.D1_product_amplitudes' depends on axioms: [propext, Classical.choice, Quot.sound]
```
